# The momentum periods of a finite-range, one-band dispersion are fixed by its nonzero hops

A function of a band energy can be averaged over momentum by sampling a single cell of $k$ values, provided the shifts that repeat the cell leave the energy unchanged. For a non-interacting tight-binding model with one orbital per cell, orthonormal orbitals and finitely many hops, the shifts can be read from the list of hops. With hopping amplitudes $h(r)$ and
$$E(k)=\sum_r h(r)\,e^{-ik\cdot r},$$
a real vector $g$ satisfies $E(k+g)=E(k)$ for all real $k$ exactly when $g\cdot r$ is an integer multiple of $2\pi$ for every $r$ with $h(r)\neq 0$.

## Momenta, hops and the band function

```lean
import Mathlib

open scoped Real

namespace ReciprocalVectorsFromHopping

noncomputable section

variable {d : ℕ}
```

The first line loads the mathematical library Mathlib, and `open scoped Real` makes the symbol `π` available. The dimension `d` is any natural number. Its curly braces tell Lean to infer it from the context.

```lean
/-- The phase `k · r` of a momentum `k` and an integer lattice vector `r`. -/
def phase (k : Fin d → ℝ) (r : Fin d → ℤ) : ℝ := ∑ j, k j * (r j : ℝ)
```

This defines
$$k\cdot r=\sum_{j=0}^{d-1}k_j r_j .$$
The type `Fin d` is the index set $\{0,\dots,d-1\}$, so `Fin d → ℝ` is a real vector and `Fin d → ℤ` an integer one. The notation `(r j : ℝ)` reads the integer $r_j$ as a real number.

The integers $r_j$ are coordinates along primitive lattice vectors $a_j$, and $k_j$ stands for the dimensionless product of the physical wavevector with $a_j$. The lattice therefore need not be cubic. In these coordinates the usual reciprocal lattice is $2\pi\mathbb Z^d$.

```lean
/-- The lattice wave `exp(-i k · r)`. -/
def wave (k : Fin d → ℝ) (r : Fin d → ℤ) : ℂ :=
  Complex.exp (-(Complex.I * (phase k r : ℂ)))
```

The lattice wave is $w_k(r)=e^{-ik\cdot r}$, which fixes the sign convention of the Fourier sum.

```lean
/-- The band function `E(k) = ∑ h(r) exp(-i k · r)` of a finite-range hopping `h`. -/
def band (h : (Fin d → ℤ) →₀ ℂ) (k : Fin d → ℝ) : ℂ :=
  ∑ r ∈ h.support, h r * wave k r
```

The arrow `→₀` denotes functions that are nonzero at only finitely many points, so `h` is a finite-range hopping. Its `support` is the set of $r$ with $h(r)\neq0$, called the active hops below. An on-site energy is the entry $h(0)$.

The amplitudes are complex, and the hermiticity condition $h(-r)=\overline{h(r)}$ is not assumed, so $E(k)$ may be complex. The formula for $E$ is the starting point here; it is not derived from a Hamiltonian. Models with several orbitals per cell, where $E(k)$ becomes a matrix, and hoppings of infinite range are not covered.

## Distinct lattice waves are linearly independent

```lean
/-- Adding two momenta multiplies their lattice waves. -/
theorem wave_add (k g : Fin d → ℝ) (r : Fin d → ℤ) :
    wave (k + g) r = wave k r * wave g r := by
  have hp : phase (k + g) r = phase k r + phase g r := by
    simp only [phase, Pi.add_apply, add_mul, Finset.sum_add_distrib]
  unfold wave
  rw [hp, ← Complex.exp_add]
  congr 1
  push_cast
  ring
```

Since $(k+g)\cdot r=k\cdot r+g\cdot r$, the exponential gives
$$w_{k+g}(r)=w_k(r)\,w_g(r).$$
The step `hp` is the additivity of the phase, and `Complex.exp_add` turns the sum in the exponent into a product.

```lean
/-- The lattice wave of a fixed `r`, as a multiplicative character of momentum space. -/
def character (r : Fin d → ℤ) : Multiplicative (Fin d → ℝ) →* ℂ where
  toFun k := wave k.toAdd r
  map_one' := by simp [wave, phase]
  map_mul' k g := by
    rw [toAdd_mul]
    exact wave_add _ _ _
```

For fixed $r$, the map $k\mapsto w_k(r)$ turns addition of momenta into multiplication of complex numbers. Such a map is called a character. Lean's arrow `→*` expects multiplication on both sides, so `Multiplicative` relabels the addition of momenta as a product. The two remaining fields check that $w_0(r)=1$ and that products go to products.

```lean
/-- Two lattice vectors whose waves agree at every momentum are equal. -/
theorem eq_of_wave_eq (r s : Fin d → ℤ) (H : ∀ k : Fin d → ℝ, wave k r = wave k s) :
    r = s := by
  by_contra hne
  obtain ⟨j, hj⟩ := Function.ne_iff.mp hne
  have hd : (r j : ℝ) - (s j : ℝ) ≠ 0 := sub_ne_zero.mpr (by exact_mod_cast hj)
  -- a momentum along axis `j` at which the two waves have opposite sign
  obtain ⟨t, ht⟩ : ∃ t : ℝ, t * ((r j : ℝ) - (s j : ℝ)) = π :=
    ⟨π / ((r j : ℝ) - (s j : ℝ)), div_mul_cancel₀ π hd⟩
  obtain ⟨k, hs⟩ : ∃ k : Fin d → ℝ, ∀ q : Fin d → ℤ, phase k q = t * (q j : ℝ) :=
    ⟨fun i => if i = j then t else 0, fun q => by simp [phase]⟩
  have hk := H k
  unfold wave at hk
  rw [hs, hs, Complex.exp_eq_exp_iff_exists_int] at hk
  obtain ⟨n, hn⟩ := hk
  push_cast at hn
  have ht' : (t : ℂ) * ((r j : ℂ) - s j) = π := by exact_mod_cast ht
  have h1 : Complex.I * ((2 * (n : ℂ) + 1) * π) = 0 := by
    linear_combination -hn - Complex.I * ht'
  have h2 := (mul_eq_zero.mp h1).resolve_left Complex.I_ne_zero
  have h3 := (mul_eq_zero.mp h2).resolve_right (Complex.ofReal_ne_zero.mpr Real.pi_ne_zero)
  have h4 : 2 * n + 1 = 0 := by exact_mod_cast h3
  omega
```

If two lattice vectors have the same wave at every momentum, they are equal. Suppose that $r\neq s$. Some coordinate then has $r_j\neq s_j$. Take $k$ along axis $j$ with component
$$t=\frac{\pi}{r_j-s_j}.$$
Then $k\cdot r-k\cdot s=\pi$, so $w_k(r)=-w_k(s)$. The two waves are nonzero, so they differ at this $k$.

Lean reaches the contradiction through integers. Two complex exponentials are equal only if their exponents differ by $2\pi i n$ for an integer $n$. With the chosen $k$ this forces $2n+1=0$, which `omega`, a procedure for integer arithmetic, rules out.

```lean
/-- Different lattice vectors give different characters of momentum space. -/
theorem character_injective :
    Function.Injective (character : (Fin d → ℤ) → Multiplicative (Fin d → ℝ) →* ℂ) := by
  intro r s hrs
  refine eq_of_wave_eq r s fun k => ?_
  have e := DFunLike.congr_fun hrs (Multiplicative.ofAdd k)
  simpa only [character, MonoidHom.coe_mk, OneHom.coe_mk, toAdd_ofAdd] using e
```

This restates the previous result for characters: different $r$ give different characters. The proof evaluates the two equal characters at each momentum and applies `eq_of_wave_eq`.

```lean
/-- A finite sum of lattice waves that vanishes at every momentum has zero coefficients. -/
theorem coefficients_eq_zero (s : Finset (Fin d → ℤ)) (c : (Fin d → ℤ) → ℂ)
    (H : ∀ k : Fin d → ℝ, ∑ r ∈ s, c r * wave k r = 0) : ∀ r ∈ s, c r = 0 := by
  -- distinct characters are linearly independent
  have hli := (linearIndependent_monoidHom (Multiplicative (Fin d → ℝ)) ℂ).comp
    character character_injective
  refine linearIndependent_iff'.mp hli s c ?_
  funext k
  rw [Finset.sum_apply]
  exact H k.toAdd
```

If $\sum_{r\in s}c_r\,w_k(r)=0$ for every $k$, where $s$ is now a finite set of lattice vectors, then every $c_r$ with $r\in s$ is zero.

To see this, suppose that some relation has nonzero coefficients, and take one with the fewest terms. It can't have a single term, because $w_0(r)=1$ would give $c_r=0$. So it contains two different vectors $p$ and $q$, and there is a momentum $k_0$ with $w_{k_0}(p)\neq w_{k_0}(q)$. Replace $k$ by $k+k_0$ in the relation and subtract $w_{k_0}(q)$ times the original:
$$\sum_{r}c_r\,[\,w_{k_0}(r)-w_{k_0}(q)\,]\,w_k(r)=0 .$$
The term $r=q$ has gone and the term $r=p$ survives, so this is a shorter relation with nonzero coefficients, which is a contradiction.

Mathlib contains this independence theorem for characters as `linearIndependent_monoidHom`. The code applies it to the lattice waves, using `character_injective` to know that they are distinct.

## Shifts that multiply the band by a constant

```lean
/-- A momentum shift `g` multiplies the whole band function by a constant `c` exactly when
`exp(-i g · r) = c` for every hop `r` of nonzero amplitude. -/
theorem band_shift_iff (h : (Fin d → ℤ) →₀ ℂ) (g : Fin d → ℝ) (c : ℂ) :
    (∀ k, band h (k + g) = c * band h k) ↔ ∀ r, h r ≠ 0 → wave g r = c := by
  constructor
  · intro H r hr
    -- compare the Fourier coefficients of the two sides
    have hz := coefficients_eq_zero h.support (fun r => h r * (wave g r - c)) (by
      intro k
      have e := H k
      unfold band at e
      rw [Finset.mul_sum, ← sub_eq_zero, ← Finset.sum_sub_distrib] at e
      refine Eq.trans (Finset.sum_congr rfl ?_) e
      intro q _
      rw [wave_add]
      ring) r (Finsupp.mem_support_iff.mpr hr)
    exact sub_eq_zero.mp ((mul_eq_zero.mp hz).resolve_left hr)
  · intro H k
    unfold band
    rw [Finset.mul_sum]
    refine Finset.sum_congr rfl ?_
    intro r hr
    rw [wave_add, H r (Finsupp.mem_support_iff.mp hr)]
    ring
```

For a momentum $g$ and a complex number $c$, the theorem says
$$E(k+g)=c\,E(k)\ \text{for all }k\quad\Longleftrightarrow\quad e^{-ig\cdot r}=c\ \text{for every active hop }r .$$
By the product rule for waves,
$$E(k+g)-c\,E(k)=\sum_r h(r)\,[\,e^{-ig\cdot r}-c\,]\,e^{-ik\cdot r}.$$
If the left side vanishes for all $k$, each coefficient $h(r)[e^{-ig\cdot r}-c]$ is zero, and $h(r)\neq0$ leaves $e^{-ig\cdot r}=c$. Conversely, if that equation holds on every active hop, every term of the sum vanishes.

The two halves of the Lean proof are these two directions. In the first, `hz` is the vanishing coefficient, and `resolve_left hr` discards the possibility $h(r)=0$. In the second, the sums are compared term by term, and `ring` does the algebra.

```lean
/-- A real vector `g` is a period of the band function exactly when `g · r` is an integer multiple
of `2π` for every hop `r` of nonzero amplitude. -/
theorem band_periodic_iff (h : (Fin d → ℤ) →₀ ℂ) (g : Fin d → ℝ) :
    (∀ k, band h (k + g) = band h k) ↔
      ∀ r, h r ≠ 0 → ∃ n : ℤ, phase g r = 2 * π * n := by
  have key := band_shift_iff h g 1
  simp only [one_mul] at key
  rw [key]
  refine forall₂_congr fun r _ => ?_
  unfold wave
  rw [Complex.exp_eq_one_iff]
  constructor
  · rintro ⟨n, hn⟩
    refine ⟨-n, Complex.ofReal_injective (mul_left_cancel₀ Complex.I_ne_zero ?_)⟩
    push_cast
    linear_combination -hn
  · rintro ⟨n, hn⟩
    refine ⟨-n, ?_⟩
    rw [hn]
    push_cast
    ring
```

This is the main theorem, the case $c=1$. The condition $e^{-ig\cdot r}=1$ means $-ig\cdot r=2\pi i n$ for some integer $n$, hence $g\cdot r=2\pi(-n)$. The sign is absorbed by renaming the integer, which is why the code supplies `-n` in both directions. `Complex.exp_eq_one_iff` provides the integer, and `linear_combination` verifies the resulting equation. `Complex.ofReal_injective` then carries it from the complex numbers back to the reals.

If there are no active hops, or only an on-site energy, the band is constant and every $g$ is a period. The condition agrees, since $g\cdot 0=0$.

```lean
/-- A shift by `Q` reverses the sign of the band function at every momentum exactly when `Q · r` is
an odd multiple of `π` for every hop `r` of nonzero amplitude. -/
theorem band_nesting_iff (h : (Fin d → ℤ) →₀ ℂ) (Q : Fin d → ℝ) :
    (∀ k, band h (k + Q) = -band h k) ↔
      ∀ r, h r ≠ 0 → ∃ n : ℤ, phase Q r = (2 * n + 1) * π := by
  have key := band_shift_iff h Q (-1)
  simp only [neg_one_mul] at key
  rw [key]
  refine forall₂_congr fun r _ => ?_
  unfold wave
  rw [← Complex.exp_pi_mul_I, Complex.exp_eq_exp_iff_exists_int]
  constructor
  · rintro ⟨n, hn⟩
    refine ⟨-n - 1, Complex.ofReal_injective (mul_left_cancel₀ Complex.I_ne_zero ?_)⟩
    push_cast
    linear_combination -hn
  · rintro ⟨n, hn⟩
    refine ⟨-n - 1, ?_⟩
    rw [hn]
    push_cast
    ring
```

The case $c=-1$ describes a shift $Q$ with $E(k+Q)=-E(k)$. Writing $-1=e^{i\pi}$, the condition on an active hop becomes
$$-iQ\cdot r=i\pi+2\pi i n,\qquad\text{so}\qquad Q\cdot r=-(2n+1)\pi=\bigl(2(-n-1)+1\bigr)\pi .$$
This is an odd multiple of $\pi$, and it accounts for the integer `-n - 1` in the code.

The theorem's name alludes to nesting, where a shift maps parts of a Fermi surface onto each other. For a real band with the Fermi level at zero energy, the condition here makes the shift by $Q$ map the Fermi surface onto itself. At a Fermi level $\mu\neq0$ it maps the surface $E=\mu$ to the surface $E=-\mu$ instead. On the square lattice with equal nearest-neighbour hops, $Q=(\pi,\pi)$ satisfies the condition. A nonzero on-site energy spoils it for every $Q$, because $Q\cdot0=0$ is not an odd multiple of $\pi$.

## Unit hops and the checkerboard vector

```lean
/-- If the hop along every unit lattice vector has nonzero amplitude, the periods of the band
function are exactly the vectors whose components are integer multiples of `2π`. -/
theorem periods_of_unit_hops (h : (Fin d → ℤ) →₀ ℂ)
    (hh : ∀ j, h (Pi.single j 1) ≠ 0) (g : Fin d → ℝ) :
    (∀ k, band h (k + g) = band h k) ↔ ∃ n : Fin d → ℤ, ∀ j, g j = 2 * π * n j := by
  rw [band_periodic_iff]
  constructor
  · intro H
    choose n hn using fun j => H _ (hh j)
    have hu : ∀ j, phase g (Pi.single j 1) = g j := by
      intro j
      simp [phase, Pi.single_apply]
    exact ⟨n, fun j => (hu j).symm.trans (hn j)⟩
  · rintro ⟨n, hn⟩ r _
    refine ⟨∑ j, n j * r j, ?_⟩
    unfold phase
    push_cast
    rw [Finset.mul_sum]
    refine Finset.sum_congr rfl ?_
    intro j _
    rw [hn]
    ring
```

`Pi.single j 1` is the unit lattice vector $e_j$, with a one in position $j$ and zeros elsewhere. If every $h(e_j)$ is nonzero, the periods are exactly the vectors in $2\pi\mathbb Z^d$.

By the main theorem, a period satisfies $g_j=g\cdot e_j=2\pi n_j$ for each $j$. The tactic `choose` collects these integers into one vector $n$. Conversely, if $g_j=2\pi n_j$ for all $j$, then for every lattice vector $r$
$$g\cdot r=2\pi\sum_j n_j r_j ,$$
which is an integer multiple of $2\pi$. This direction doesn't use the hypothesis on unit hops, so the usual reciprocal vectors are periods of every band in the model.

```lean
/-- The vector `(π, …, π)` is a period of the band function exactly when every hop of nonzero
amplitude has an even sum of coordinates. -/
theorem checkerboard_period_iff (h : (Fin d → ℤ) →₀ ℂ) :
    (∀ k, band h (k + (fun _ => π)) = band h k) ↔
      ∀ r, h r ≠ 0 → Even (∑ j, r j) := by
  rw [band_periodic_iff]
  refine forall₂_congr fun r _ => ?_
  have hp : phase (fun _ => π) r = π * ((∑ j, r j : ℤ) : ℝ) := by
    simp [phase, Finset.mul_sum]
  rw [hp]
  generalize (∑ j, r j) = S
  constructor
  · rintro ⟨n, hn⟩
    have h1 : (S : ℝ) = 2 * n :=
      mul_left_cancel₀ Real.pi_ne_zero (by linear_combination hn)
    have h2 : S = 2 * n := by exact_mod_cast h1
    exact ⟨n, by omega⟩
  · rintro ⟨n, hn⟩
    refine ⟨n, ?_⟩
    rw [hn]
    push_cast
    ring

end

end ReciprocalVectorsFromHopping
```

For $g=(\pi,\dots,\pi)$ and $S=\sum_j r_j$, one has $g\cdot r=\pi S$. This equals $2\pi n$ exactly when $S=2n$, so $g$ is a period exactly when every active hop has an even coordinate sum. In Lean, `fun _ => π` is the vector with all components equal to $\pi$, and `generalize` replaces the coordinate sum by the single letter `S`.

On a square lattice with only the four diagonal hops, each of amplitude $-t'$, the band is
$$E(k)=-4t'\cos k_0\cos k_1 .$$
It has the period $(\pi,\pi)$, which lies outside $2\pi\mathbb Z^2$. In real space, these hops never connect the two colours of a checkerboard. An average over $k$ of a function of this energy alone can therefore use a cell of half the usual area.

```lean
#print axioms ReciprocalVectorsFromHopping.band_nesting_iff
#print axioms ReciprocalVectorsFromHopping.periods_of_unit_hops
#print axioms ReciprocalVectorsFromHopping.checkerboard_period_iff
```

```
'ReciprocalVectorsFromHopping.band_nesting_iff' depends on axioms: [propext, Classical.choice, Quot.sound]
'ReciprocalVectorsFromHopping.periods_of_unit_hops' depends on axioms: [propext, Classical.choice, Quot.sound]
'ReciprocalVectorsFromHopping.checkerboard_period_iff' depends on axioms: [propext, Classical.choice, Quot.sound]
```

## Real bands and finite momentum grids

Comparing coefficients also settles when the band is real. Complex conjugation and the relabelling $r\to-r$ give
$$\overline{E(k)}=\sum_r\overline{h(-r)}\,e^{-ik\cdot r},$$
so $E(k)$ is real for all $k$ exactly when $h(-r)=\overline{h(r)}$ for all $r$. This equivalence is argued here in prose only and is not among the theorems of the file.

The theorems let $k$ run over all real vectors. A model with Born–von Kármán boundary conditions would restrict each component to the grid $2\pi m/N$, with $m$ an integer, and the "only if" half of the main theorem can then fail. In one dimension with $N\ge2$, take $h(\pm1)=1$, $h(\pm(1+N))=-1$ and no other hops, which satisfies the hermiticity condition. On the grid the waves of $1$ and $1+N$ coincide, as do those of $-1$ and $-(1+N)$, so $E$ vanishes at every grid point and the shift $g=2\pi/N$ leaves the sampled band unchanged. Yet $g\cdot1=2\pi/N$ is not an integer multiple of $2\pi$. For shifts between grid points, the comparison of coefficients works again once the amplitudes of all hops that differ by multiples of $N$ in each coordinate have been added up.
